# With more than four gammas, an element anticommuting with all of them has zero cyclic trace with any four

I take gammas \(\gamma^0,\dots,\gamma^{d-1}\) with \(\gamma^\mu\gamma^\nu+\gamma^\nu\gamma^\mu=2g^{\mu\nu}\), \(g=\mathrm{diag}(+,-,\dots,-)\), and a trace that satisfies \(\mathrm{tr}(xy)=\mathrm{tr}(yx)\). In four dimensions \(\gamma_5=i\gamma^0\gamma^1\gamma^2\gamma^3\) anticommutes with every gamma, and \(\mathrm{tr}(\gamma_5\gamma^0\gamma^1\gamma^2\gamma^3)=-i\,\mathrm{tr}\,1=-4i\).

For loop integrals in \(d\) dimensions I am told that I can't keep both properties. But a trace with only \(\gamma^0,\dots,\gamma^3\) in it never mentions the extra gammas. How can it notice them, and what does \(i\gamma^0\gamma^1\gamma^2\gamma^3\) give up when \(d>4\)?

## An absent gamma forces the trace to vanish

The trace notices an extra gamma because you may insert its square, which is \(\pm1\), and carry one factor around the cycle. Let \(G\) be your candidate for \(\gamma_5\), anticommuting with all \(d\) gammas, let \(\tau\) be a cyclic linear functional, and let \(X=\gamma^a\gamma^b\gamma^c\gamma^e\).

If \(d>4\), some \(\gamma^\mu\) is absent from \(X\). Passing it through \(X\) costs four signs, so \(\gamma^\mu X=X\gamma^\mu\). Write \((\gamma^\mu)^2=s\) with \(s=\pm1\). Then

\[
\gamma^\mu\,(G X\gamma^\mu)=-G\gamma^\mu X\gamma^\mu=-GX(\gamma^\mu)^2=-s\,GX ,
\]

while cyclicity gives

\[
\tau\big(\gamma^\mu\,(GX\gamma^\mu)\big)=\tau\big(GX\gamma^\mu\gamma^\mu\big)=s\,\tau(GX).
\]

Hence \(-s\,\tau(GX)=s\,\tau(GX)\), and \(\tau(GX)=0\). If \(d=4\), the factor \(d-4\) is zero. In both cases

\[
(d-4)\,\tau(G\gamma^a\gamma^b\gamma^c\gamma^e)=0 .
\]

## What \(i\gamma^0\gamma^1\gamma^2\gamma^3\) gives up

Let \(Q=\gamma^0\gamma^1\gamma^2\gamma^3\). Moving one of its own factors through \(Q\) meets three different gammas and the factor itself, which gives three signs, so \(Q\gamma^k=-\gamma^kQ\) for \(k<4\). A gamma with \(\mu\ge4\) meets four different ones, so \(Q\gamma^\mu=\gamma^\mu Q\). The factor \(i\) changes neither relation: \(iQ\) gives up anticommutation with the extra gammas.

For the square, move the second \(\gamma^0\) left through three gammas, then \(\gamma^1\) through two and \(\gamma^2\) through one:

\[
Q^2=(-1)^{3+2+1}(\gamma^0)^2(\gamma^1)^2(\gamma^2)^2(\gamma^3)^2=(+1)(-1)^3=-1 .
\]

Therefore \(\tau(iQ\,Q)=-i\,\tau(1)\), the four-dimensional value, for every \(d\ge4\). If \(d>4\) and \(\tau(1)\neq0\), a fully anticommuting \(G\) can't have this trace, since its own is zero.

## The same cancellation in small matrices

Two gammas and an element that anticommutes with both are

\[
\gamma^0=\begin{pmatrix}0&1\\1&0\end{pmatrix},\quad
\gamma^1=\begin{pmatrix}0&1\\-1&0\end{pmatrix},\quad
S=\begin{pmatrix}1&0\\0&-1\end{pmatrix}.
\]

Here \(\gamma^0\gamma^1=\mathrm{diag}(-1,1)\), and \(\mathrm{tr}(S\gamma^0\gamma^1)=-1-1=-2\). No gamma is absent, and the trace survives.

Now add a third gamma by passing to \(2\times2\) blocks:

\[
\Gamma^i=\begin{pmatrix}0&\gamma^i\\\gamma^i&0\end{pmatrix}\ (i=0,1),\quad
\Gamma^2=\begin{pmatrix}0&1\\-1&0\end{pmatrix},\quad
S'=\begin{pmatrix}1&0\\0&-1\end{pmatrix}.
\]

The element \(S'\) anticommutes with all three. The product \(\Gamma^0\Gamma^1\) is \(\mathrm{diag}(-1,1,-1,1)\), so \(S'\Gamma^0\Gamma^1=\mathrm{diag}(-1,1,1,-1)\), with trace \(0\). The absent \(\Gamma^2\) has removed the trace, as an absent fifth gamma does for a product of four.

## The statements in Lean

The gammas are a sequence `γ : ℕ → A` in a complex algebra `A`, which need not consist of matrices. For `d ≥ 1`, which all the theorems below assume or imply, only the entries with index below `d` are constrained. `IsGamma d γ` contains the Clifford relations in your signature: `time` and `space` fix the squares, `anti` the signs between different gammas. `γ i` is the upper-index \(\gamma^i\), and the fourth index is called `e` because `d` is the dimension.

`Anticommutes d G γ` says that `G` anticommutes with the first `d` gammas; nothing is assumed about \(G^2\). `CyclicTrace τ` is the cyclic property, with no normalisation, so the usual Dirac trace has \(\tau(1)=4\). `firstFour γ` is \(Q\) and `chiral γ` is \(iQ\).

- `dim_sub_four_mul_trace` is the identity with the factor \(d-4\), for \(d\ge4\) and any four indices below \(d\), repeated or not.
- `chiral_properties` gives the two commutation rules and the trace \(\tau(iQ\,Q)=-i\,\tau(1)\). It holds for every linear `τ`, cyclic or not.
- `no_anticommuting_gamma_five` states the conflict for \(d>4\) and \(\tau(1)\ne0\). If \(\tau(1)=0\), both sides of the forbidden equation are zero and there is no conflict.
- `five_gammas_witness` exhibits five gammas and a nonzero element that anticommutes with all of them, so the hypotheses on \(\gamma\) and \(G\) can be met for \(d=5\). It contains no trace; the ordinary trace of these \(16\times16\) matrices is cyclic and has \(\tau(1)=16\).

The dimension is a natural number. The step to dimensional regularisation is the continuation to \(d=4-2\varepsilon\), where \(d\) no longer counts the gammas; there the factor \(d-4\) comes from inserting \(\gamma_\mu\gamma^\mu=d\), summed over \(\mu\), into the trace. The result thus bears on the treatment of \(\gamma_5\) in loop calculations with chiral fermions only through its integer-dimensional algebra, without the loop integrals.

```lean
import Mathlib

namespace GammaFiveInDDimensions

noncomputable section

variable {A : Type*} [Ring A] [Algebra ℂ A] {d : ℕ} {γ : ℕ → A} {τ : A →ₗ[ℂ] ℂ}

/-- For `d ≥ 1`, the Clifford relations of `γ^0, ..., γ^(d-1)` with signature (+,-,...,-). The
relation `time` is imposed for `d = 0` too. -/
structure IsGamma (d : ℕ) (γ : ℕ → A) : Prop where
  time : γ 0 * γ 0 = 1
  space : ∀ i < d, i ≠ 0 → γ i * γ i = -1
  anti : ∀ i < d, ∀ j < d, i ≠ j → γ i * γ j = -(γ j * γ i)

/-- `G` anticommutes with each of the `d` gammas. -/
def Anticommutes (d : ℕ) (G : A) (γ : ℕ → A) : Prop := ∀ i < d, G * γ i = -(γ i * G)

/-- The linear functional `τ` is cyclic, like a trace. -/
def CyclicTrace (τ : A →ₗ[ℂ] ℂ) : Prop := ∀ x y, τ (x * y) = τ (y * x)

/-- The product `γ^0 γ^1 γ^2 γ^3`. -/
def firstFour (γ : ℕ → A) : A := γ 0 * γ 1 * γ 2 * γ 3

/-- The element `i γ^0 γ^1 γ^2 γ^3`. -/
def chiral (γ : ℕ → A) : A := Complex.I • firstFour γ

omit [Algebra ℂ A] in
/-- Anticommuting elements change places, with a sign, at the head of a longer product. -/
theorem swap_head {x y : A} (h : x * y = -(y * x)) (z : A) : x * (y * z) = -(y * (x * z)) := by
  rw [← mul_assoc, h, neg_mul, mul_assoc]

omit [Algebra ℂ A] in
/-- An element that anticommutes with four factors commutes with their product. -/
theorem commutes_with_four {g a b c e : A} (ha : g * a = -(a * g)) (hb : g * b = -(b * g))
    (hc : g * c = -(c * g)) (he : g * e = -(e * g)) :
    g * (a * b * c * e) = a * b * c * e * g := by
  simp only [mul_assoc, swap_head ha, swap_head hb, swap_head hc, he, mul_neg, neg_neg]

/-- If `g` squares to `1` or `-1`, anticommutes with `G` and commutes with `P`, then the cyclic
trace of `G P` vanishes. -/
theorem trace_eq_zero_of_spectator (hτ : CyclicTrace τ) {g G P : A}
    (hg : g * g = 1 ∨ g * g = -1) (hG : G * g = -(g * G)) (hP : g * P = P * g) :
    τ (G * P) = 0 := by
  have e : g * (G * P * g) = -(G * P * (g * g)) := by
    calc g * (G * P * g) = (g * G) * (P * g) := by simp only [mul_assoc]
      _ = -(G * g) * (P * g) := by rw [hG, neg_neg]
      _ = -(G * (g * P) * g) := by simp only [mul_assoc, neg_mul]
      _ = -(G * P * (g * g)) := by rw [hP]; simp only [mul_assoc]
  -- cyclicity equates the trace with its negative
  have h := hτ g (G * P * g)
  rw [e, mul_assoc (G * P), map_neg] at h
  rcases hg with hg | hg
  · rw [hg, mul_one] at h
    linear_combination (-1 / 2 : ℂ) * h
  · rw [hg, mul_neg, mul_one, map_neg] at h
    linear_combination (1 / 2 : ℂ) * h

/-- For `d ≥ 4`, if `G` anticommutes with all gammas and `τ` is cyclic, then
`(d - 4) τ(G γ^a γ^b γ^c γ^e) = 0` for any four gammas. -/
theorem dim_sub_four_mul_trace (hd : 4 ≤ d) (hγ : IsGamma d γ) (hτ : CyclicTrace τ) {G : A}
    (hG : Anticommutes d G γ) {a b c e : ℕ} (ha : a < d) (hb : b < d) (hc : c < d)
    (he : e < d) : ((d : ℂ) - 4) * τ (G * (γ a * γ b * γ c * γ e)) = 0 := by
  rcases hd.eq_or_lt with h4 | h4
  · rw [← h4]
    norm_num
  -- for `d > 4` some gamma is missing from the product
  obtain ⟨μ, hμ, h1, h2, h3, h5⟩ : ∃ μ, μ < d ∧ μ ≠ a ∧ μ ≠ b ∧ μ ≠ c ∧ μ ≠ e := by
    by_contra h
    have k : ∀ μ < 5, μ = a ∨ μ = b ∨ μ = c ∨ μ = e := fun μ hμ => by
      by_contra h'
      simp only [not_or] at h'
      exact h ⟨μ, by omega, h'⟩
    have k0 := k 0 (by omega)
    have k1 := k 1 (by omega)
    have k2 := k 2 (by omega)
    have k3 := k 3 (by omega)
    have k4 := k 4 (by omega)
    omega
  have hs : γ μ * γ μ = 1 ∨ γ μ * γ μ = -1 := by
    by_cases h0 : μ = 0
    · rw [h0]
      exact Or.inl hγ.time
    · exact Or.inr (hγ.space μ hμ h0)
  rw [trace_eq_zero_of_spectator hτ hs (hG μ hμ) (commutes_with_four (hγ.anti μ hμ a ha h1)
    (hγ.anti μ hμ b hb h2) (hγ.anti μ hμ c hc h3) (hγ.anti μ hμ e he h5)), mul_zero]

omit [Algebra ℂ A] in
/-- For `d ≥ 4`, `γ^0 γ^1 γ^2 γ^3` anticommutes with each of its factors and squares to `-1`. -/
theorem firstFour_relations (hd : 4 ≤ d) (hγ : IsGamma d γ) :
    Anticommutes 4 (firstFour γ) γ ∧ firstFour γ * firstFour γ = -1 := by
  have r : ∀ i j, i < 4 → j < i → γ i * γ j = -(γ j * γ i) := fun i j hi hj =>
    hγ.anti i (by omega) j (by omega) (by omega)
  have r10 := r 1 0 (by omega) (by omega)
  have r20 := r 2 0 (by omega) (by omega)
  have r30 := r 3 0 (by omega) (by omega)
  have r21 := r 2 1 (by omega) (by omega)
  have r31 := r 3 1 (by omega) (by omega)
  have r32 := r 3 2 (by omega) (by omega)
  -- bring every word into the order 0, 1, 2, 3
  constructor
  · intro k hk
    have hk' : k = 0 ∨ k = 1 ∨ k = 2 ∨ k = 3 := by omega
    rcases hk' with rfl | rfl | rfl | rfl <;>
      simp only [firstFour, mul_assoc, r30, r31, r32, swap_head r10,
        swap_head r20, swap_head r30, swap_head r21, swap_head r31, swap_head r32,
        mul_neg, neg_neg]
  · simp only [firstFour, mul_assoc, r32, swap_head r10,
      swap_head r20, swap_head r30, swap_head r21, swap_head r31, swap_head r32, mul_neg,
      neg_neg, mul_one, hγ.time, hγ.space 1 (by omega) (by omega),
      hγ.space 2 (by omega) (by omega), hγ.space 3 (by omega) (by omega)]

/-- For `d ≥ 4`, `i γ^0 γ^1 γ^2 γ^3` anticommutes with the first four gammas, commutes with the
others, and its trace with `γ^0 γ^1 γ^2 γ^3` is `-i τ(1)`. -/
theorem chiral_properties (hd : 4 ≤ d) (hγ : IsGamma d γ) (τ : A →ₗ[ℂ] ℂ) :
    Anticommutes 4 (chiral γ) γ ∧
      (∀ μ < d, 4 ≤ μ → chiral γ * γ μ = γ μ * chiral γ) ∧
      τ (chiral γ * firstFour γ) = -Complex.I * τ 1 := by
  obtain ⟨hk, hsq⟩ := firstFour_relations hd hγ
  refine ⟨fun k h => ?_, fun μ hμ h => ?_, ?_⟩
  · rw [chiral, smul_mul_assoc, hk k h, mul_smul_comm, smul_neg]
  · have m : ∀ k < 4, γ μ * γ k = -(γ k * γ μ) := fun k hk =>
      hγ.anti μ hμ k (by omega) (by omega)
    have p : γ μ * firstFour γ = firstFour γ * γ μ := commutes_with_four
      (m 0 (by omega)) (m 1 (by omega)) (m 2 (by omega)) (m 3 (by omega))
    rw [chiral, smul_mul_assoc, mul_smul_comm, p]
  · rw [chiral, smul_mul_assoc, hsq, map_smul, map_neg, smul_eq_mul]
    ring

/-- For `d > 4` and a cyclic trace with `τ(1) ≠ 0`, no `G` that anticommutes with all gammas
has the trace `τ(G γ^0 γ^1 γ^2 γ^3) = -i τ(1)`. -/
theorem no_anticommuting_gamma_five (hd : 4 < d) (hγ : IsGamma d γ) (hτ : CyclicTrace τ)
    (h1 : τ 1 ≠ 0) {G : A} (hG : Anticommutes d G γ) :
    τ (G * firstFour γ) ≠ -Complex.I * τ 1 := by
  have h0 := dim_sub_four_mul_trace hd.le hγ hτ hG (a := 0) (b := 1) (c := 2) (e := 3)
    (by omega) (by omega) (by omega) (by omega)
  have h4 : (d : ℂ) - 4 ≠ 0 := sub_ne_zero.2 (by exact_mod_cast hd.ne')
  have hz : τ (G * firstFour γ) = 0 := (mul_eq_zero.1 h0).resolve_left h4
  rw [hz]
  exact (mul_ne_zero (neg_ne_zero.2 Complex.I_ne_zero) h1).symm

/-- Two-by-two block matrices with entries in `A`. -/
abbrev Two (A : Type*) := Matrix (Fin 2) (Fin 2) A

/-- Block matrices built from `d` gammas, with one more added at position `d`. -/
def double (d : ℕ) (γ : ℕ → A) (i : ℕ) : Two A :=
  if i < d then !![0, γ i; γ i, 0] else !![0, 1; -1, 0]

/-- The block matrix `diag(1, -1)`. -/
def blockSign (A : Type*) [Ring A] : Two A := !![1, 0; 0, -1]

omit [Algebra ℂ A] in
/-- Doubling turns `d ≥ 1` gammas into `d + 1` gammas that anticommute with `diag(1, -1)`. -/
theorem doubling (hd : 0 < d) (hγ : IsGamma d γ) :
    IsGamma (d + 1) (double d γ) ∧ Anticommutes (d + 1) (blockSign A) (double d γ) := by
  refine ⟨⟨?_, fun i _ h0 => ?_, fun i hi j hj hij => ?_⟩, fun i _ => ?_⟩
  · ext a b
    fin_cases a <;> fin_cases b <;>
      simp [double, hd, Matrix.mul_apply, Fin.sum_univ_two, hγ.time]
  · by_cases h : i < d
    · have hs := hγ.space i h h0
      ext a b
      fin_cases a <;> fin_cases b <;> simp [double, h, Matrix.mul_apply, Fin.sum_univ_two, hs]
    · ext a b
      fin_cases a <;> fin_cases b <;> simp [double, h, Matrix.mul_apply, Fin.sum_univ_two]
  · by_cases h : i < d <;> by_cases h' : j < d
    · have hs := hγ.anti i h j h' hij
      ext a b
      fin_cases a <;> fin_cases b <;>
        simp [double, h, h', Matrix.mul_apply, Fin.sum_univ_two, hs]
    · ext a b
      fin_cases a <;> fin_cases b <;> simp [double, h, h', Matrix.mul_apply, Fin.sum_univ_two]
    · ext a b
      fin_cases a <;> fin_cases b <;> simp [double, h, h', Matrix.mul_apply, Fin.sum_univ_two]
    · omega
  · by_cases h : i < d <;> ext a b <;> fin_cases a <;> fin_cases b <;>
      simp [double, blockSign, h, Matrix.mul_apply, Fin.sum_univ_two]

/-- Doubling the number 1 four times gives five gammas and a nonzero element that anticommutes
with all of them. -/
theorem five_gammas_witness :
    IsGamma 5 (double 4 (double 3 (double 2 (double 1 fun _ => (1 : ℂ))))) ∧
      Anticommutes 5 (blockSign (Two (Two (Two ℂ))))
        (double 4 (double 3 (double 2 (double 1 fun _ => (1 : ℂ))))) ∧
      blockSign (Two (Two (Two ℂ))) ≠ 0 := by
  have b : IsGamma 1 (fun _ => (1 : ℂ)) :=
    ⟨one_mul 1, fun i h h0 => absurd (Nat.lt_one_iff.1 h) h0, fun i h j h' hn =>
      absurd ((Nat.lt_one_iff.1 h).trans (Nat.lt_one_iff.1 h').symm) hn⟩
  have g := doubling (by norm_num) (doubling (by norm_num)
    (doubling (by norm_num) (doubling (by norm_num) b).1).1).1
  refine ⟨g.1, g.2, fun h => ?_⟩
  have h0 : (1 : Two (Two (Two ℂ))) = 0 := congrFun (congrFun h 0) 0
  exact one_ne_zero h0

end

end GammaFiveInDDimensions
```

```lean
#print axioms GammaFiveInDDimensions.chiral_properties
-- 'GammaFiveInDDimensions.chiral_properties' depends on axioms: [propext, Classical.choice, Quot.sound]
#print axioms GammaFiveInDDimensions.no_anticommuting_gamma_five
-- 'GammaFiveInDDimensions.no_anticommuting_gamma_five' depends on axioms: [propext, Classical.choice, Quot.sound]
```

## From the signs to the Lean proof

`trace_eq_zero_of_spectator` is the cyclic argument, with `g` for the absent gamma and `P` for the product. Its `calc` block computes \(g(GPg)=-GPg^2\). The hypothesis `hτ` then equates the trace with its negative, and `linear_combination` solves for zero in each of the cases \(g^2=\pm1\).

`dim_sub_four_mul_trace` splits off \(d=4\). For \(d>4\) it finds the absent index by contradiction: if each of 0, 1, 2, 3, 4 were equal to one of `a`, `b`, `c`, `e`, four numbers would take five values, which `omega` refutes. `commutes_with_four` supplies the four signs, and the spectator lemma finishes.

`firstFour_relations` proves \(Q\gamma^k=-\gamma^kQ\) and \(Q^2=-1\) by sorting the gammas. `chiral_properties` carries these results over to \(iQ\) and uses `commutes_with_four` again for \(\mu\ge4\). `no_anticommuting_gamma_five` divides the main identity by \(d-4\neq0\) and compares zero with \(-i\,\tau(1)\neq0\).

`doubling` checks the block construction of the example entry by entry, for any \(d\ge1\). The witness applies it four times, starting from the number 1 as a single gamma.

## Sorting the gammas with `swap_head`

The sign counting is done by `simp only` with one small lemma. After `mul_assoc`, a product is nested to the right, as in `x * (y * z)`. The relation \(xy=-yx\) doesn't match there, because `x * y` is no longer a subexpression. `swap_head` restates the relation with a tail:

\[
x(yz)=-\,y(xz).
\]

In `firstFour_relations` the rules are supplied only for a larger index standing to the left of a smaller one. Each use removes one inversion, so the rewriting stops, with the word in the order 0, 1, 2, 3. `mul_neg` and `neg_neg` collect the signs on the way.

For \(Q^2\) the sorted word is \(\gamma^0\gamma^0\gamma^1\gamma^1\gamma^2\gamma^2\gamma^3\gamma^3\). Its innermost factor \(\gamma^3\gamma^3\) becomes \(-1\), which leaves \(\gamma^2\gamma^2\) innermost, and so on outwards. The squares therefore need no version with a tail.
